# Local dissipators can drive heat from a cold bath to a hot one through two detuned coupled oscillators

In a model where each of two coupled oscillators is damped by its own local dissipator, heat can flow steadily from the colder bath to the hotter one if the oscillator at the hotter bath has a sufficiently higher frequency. The argument I know goes through the second moments: the flow of quanta follows the difference of the bath occupations, and a cold bath at a low frequency can have a larger Bose occupation than a hot bath at a high frequency. I'd like to see this made rigorous, with the heat defined from the full Hamiltonian including the coupling, and checked by machine. Can it be done in Lean?

## Quanta follow the occupations, not the temperatures

Yes. Let the modes have frequencies $\omega_a,\omega_b>0$ and baths at temperatures $T_a<T_b$. In the steady state of the local model, heat flows from the cold bath $a$ to the hot bath $b$ exactly when $\omega_a/T_a<\omega_b/T_b$, that is, when $\omega_b/\omega_a>T_b/T_a$.

The Hamiltonian, with $\hbar=k_B=1$ and real coupling $e\neq0$, is
$$H=\omega_a a^\dagger a+\omega_b b^\dagger b+e(a^\dagger b+b^\dagger a).$$
The local dissipators damp the modes at rates $g,k>0$ towards occupations $n,m$. They are postulated: each acts as it would on an uncoupled mode. Write $A=\langle a^\dagger a\rangle$, $B=\langle b^\dagger b\rangle$, $C=\langle a^\dagger b\rangle$ and $d=\omega_a-\omega_b$. The commutators of $H$ with these operators, together with the damping, give
$$\dot A=2e\,\mathrm{Im}\,C-g(A-n),\qquad \dot B=-2e\,\mathrm{Im}\,C-k(B-m),$$
$$\dot C=\Big(id-\frac{g+k}{2}\Big)C-ie(A-B).$$

Set all three to zero and let $j=g(n-A)$ be the current of quanta from the first bath. The first two equations give
$$\mathrm{Im}\,C=-\frac{j}{2e},\qquad k(B-m)=j.$$
The real and imaginary parts of the third are
$$d\,\mathrm{Im}\,C+\frac{g+k}{2}\,\mathrm{Re}\,C=0,\qquad d\,\mathrm{Re}\,C-\frac{g+k}{2}\,\mathrm{Im}\,C=e(A-B).$$
The real part gives $\mathrm{Re}\,C=dj/(e(g+k))$. Inserting both parts of $C$ into the imaginary part gives
$$A-B=\frac{4d^2+(g+k)^2}{4e^2(g+k)}\,j.$$
Now add the three drops in occupation, $n-A=j/g$, $A-B$ and $B-m=j/k$:
$$n-m=Rj,\qquad R=\frac1g+\frac1k+\frac{4d^2+(g+k)^2}{4e^2(g+k)}>0.$$
This is a series-resistance law, so $j$ has the sign of $n-m$. It also determines $j$, and hence $A$, $B$ and $C$, uniquely. Substituting these values back satisfies all the equations, so steady moments exist.

## The heat, with the coupling energy included

The heat from a bath is the rate at which its dissipator changes $\langle H\rangle=\omega_aA+\omega_bB+2e\,\mathrm{Re}\,C$. The first dissipator changes $A$ at the rate $j$ and $C$ at the rate $-gC/2$, so
$$Q_a=\omega_a j-eg\,\mathrm{Re}\,C=\omega_a j-\frac{gd}{g+k}\,j=\frac{k\omega_a+g\omega_b}{g+k}\,j.$$
For the second, $k(m-B)=-j$, and
$$Q_b=-\omega_b j-ek\,\mathrm{Re}\,C=-\omega_b j-\frac{kd}{g+k}\,j=-Q_a.$$
The weighted mean frequency is positive, so $Q_a$ has the sign of $n-m$.

For thermal baths, $n=1/(\exp(\omega_a/T_a)-1)$ and $m=1/(\exp(\omega_b/T_b)-1)$. Since the Bose function decreases in $\omega/T$, $n>m$ exactly when $\omega_a/T_a<\omega_b/T_b$. When this inequality holds and $T_a<T_b$, the entropy of the baths changes at the rate
$$-\frac{Q_a}{T_a}-\frac{Q_b}{T_b}=Q_a\Big(\frac1{T_b}-\frac1{T_a}\Big)<0.$$
At resonance, $\omega_a=\omega_b$, the condition becomes $T_b<T_a$, and heat flows from hot to cold as it should.

For simulations of open quantum systems this is a warning, drawn from a model of two linearly coupled oscillators: attaching a local dissipator for each bath does not by itself guarantee that the resulting heat currents obey the second law.

## Frequencies 1 and 3, temperatures 1 and 2

Take $\omega_a=1$, $\omega_b=3$, $T_a=1$, $T_b=2$, $g=k=1$ and $e=1/10$. Then $d=-2$ and
$$R=1+1+\frac{16+4}{4\cdot 0.01\cdot 2}=252.$$
The occupations are $n=1/(\exp(1)-1)\approx0.5820$ and $m=1/(\exp(3/2)-1)\approx0.2872$, so $j\approx0.2948/252\approx0.00117$. The mean frequency is $(1+3)/2=2$, hence $Q_a\approx0.00234$: the bath at temperature 1 heats the bath at temperature 2. The baths' entropy changes at the rate $Q_a(1/2-1)\approx-0.00117$. The damping rates are chosen for simple arithmetic: the usual weak-damping derivation of such a dissipator requires rates that are small beside the frequencies, and a rate of 1 is not small beside a frequency of 1. Smaller positive rates leave the direction of the heat unchanged, because it depends only on the sign of $n-m$.

## What the Lean statements say

A `Junction` holds the real parameters $\omega_a,\omega_b,e,g,k,n,m$, with proofs that $e\neq0$ and $g,k>0$. A `Moments` holds real $A$, $B$ and complex $C$. The functions `rateA`, `rateB` and `rateC` are the three right-hand sides above, and `IsSteady` says that all of them vanish. `current` is $j$, `resistance` is $R$, and `heatA` and `heatB` are $Q_a$ and $Q_b$, counted positive when the bath gives off heat.

The main theorems then read as follows. Every statement about $Q_a$ and $Q_b$ is for a steady state.

- `IsSteady.sign_current`: in a steady state, $g(n-A)$ and $n-m$ are both positive, both zero or both negative. Here $n$ and $m$ may be any real numbers.
- `isSteady_iff`: moments are steady exactly when they equal the closed form `steadyMoments`.
- `IsSteady.heat`: $Q_a$ is the weighted mean frequency times the current, and $Q_b=-Q_a$.
- `heatA_pos_iff`: for positive frequencies and temperatures and Bose occupations, $Q_a>0$ exactly when $\omega_a/T_a<\omega_b/T_b$.
- `heat_from_cold_to_hot`: if in addition $T_a<T_b$ and that inequality holds, then $Q_a>0$, $Q_b<0$ and the entropy rate of the baths is negative.
- `resonant_heat_pos_iff`: under the hypotheses of `heatA_pos_iff` and for equal frequencies, $Q_a>0$ exactly when $T_b<T_a$.
- `heat_from_cold_to_hot_witness`: the numerical junction above has a steady state with heat flowing from cold to hot.

The file starts from the moment equations, and a steady state there is a set of moments for which all three rates vanish. That a quantum state has these moments is not proved. The operators, the master equation and its reduction to these moments belong to the physical reading, as does the identification of `heatA` and `heatB` with the dissipators' action on $\langle H\rangle$. Relaxation towards the steady state is not treated, nor is the derivation of local dissipators from a microscopic bath.

```lean
import Mathlib

noncomputable section

namespace LocalDissipators

/-- Two modes of frequencies `ωa`, `ωb` with exchange coupling `e`, damped at rates `g`, `k`
by local baths of occupations `n`, `m`. -/
structure Junction where
  (ωa ωb e g k n m : ℝ)
  e_ne : e ≠ 0
  g_pos : 0 < g
  k_pos : 0 < k

/-- The second moments: occupations `A = ⟨a†a⟩`, `B = ⟨b†b⟩` and coherence `C = ⟨a†b⟩`. -/
@[ext]
structure Moments where
  (A B : ℝ)
  C : ℂ

namespace Junction

variable (J : Junction) (M : Moments)

/-- Time derivative of the occupation of the first mode. -/
def rateA : ℝ := 2 * J.e * M.C.im - J.g * (M.A - J.n)

/-- Time derivative of the occupation of the second mode. -/
def rateB : ℝ := -2 * J.e * M.C.im - J.k * (M.B - J.m)

/-- Time derivative of the coherence between the modes. -/
def rateC : ℂ :=
  (Complex.I * ((J.ωa - J.ωb : ℝ) : ℂ) - (((J.g + J.k) / 2 : ℝ) : ℂ)) * M.C
    - Complex.I * ((J.e * (M.A - M.B) : ℝ) : ℂ)

/-- The moments are stationary under the local master equation. -/
def IsSteady : Prop := J.rateA M = 0 ∧ J.rateB M = 0 ∧ J.rateC M = 0

/-- Net rate at which the first bath feeds quanta into the first mode. -/
def current : ℝ := J.g * (J.n - M.A)

/-- Resistance of the junction: two contacts and the coherent link in series. -/
def resistance : ℝ :=
  1 / J.g + 1 / J.k
    + (4 * (J.ωa - J.ωb) ^ 2 + (J.g + J.k) ^ 2) / (4 * J.e ^ 2 * (J.g + J.k))

/-- Rate at which the first dissipator changes the mean total energy
`ωa A + ωb B + 2 e Re C`. -/
def heatA : ℝ := J.ωa * (J.g * (J.n - M.A)) - J.e * J.g * M.C.re

/-- Rate at which the second dissipator changes the mean total energy. -/
def heatB : ℝ := J.ωb * (J.k * (J.m - M.B)) - J.e * J.k * M.C.re

/-- Closed form of the stationary moments. -/
def steadyMoments : Moments where
  A := J.n - (J.n - J.m) / J.resistance / J.g
  B := J.m + (J.n - J.m) / J.resistance / J.k
  C := ⟨(J.ωa - J.ωb) * ((J.n - J.m) / J.resistance) / (J.e * (J.g + J.k)),
    -((J.n - J.m) / J.resistance) / (2 * J.e)⟩

/-- The resistance is positive. -/
theorem resistance_pos : 0 < J.resistance := by
  have he := J.e_ne
  have hg := J.g_pos
  have hk := J.k_pos
  unfold resistance
  positivity

/-- The coherence is stationary exactly when its two real balance equations hold. -/
theorem rateC_eq_zero_iff : J.rateC M = 0 ↔
    (J.ωa - J.ωb) * M.C.im + (J.g + J.k) / 2 * M.C.re = 0 ∧
    (J.ωa - J.ωb) * M.C.re - (J.g + J.k) / 2 * M.C.im = J.e * (M.A - M.B) := by
  rw [Complex.ext_iff]
  simp only [rateC, Complex.sub_re, Complex.sub_im, Complex.mul_re, Complex.mul_im,
    Complex.I_re, Complex.I_im, Complex.ofReal_re, Complex.ofReal_im,
    Complex.zero_re, Complex.zero_im]
  constructor <;> rintro ⟨h1, h2⟩ <;> constructor <;> linarith

variable {J M}

/-- In the steady state the current fixes both parts of the coherence, and the same current
leaves through the second bath. -/
theorem IsSteady.balance (h : J.IsSteady M) :
    J.e * (J.g + J.k) * M.C.re = (J.ωa - J.ωb) * J.current M ∧
    2 * J.e * M.C.im = -J.current M ∧ J.k * (M.B - J.m) = J.current M := by
  obtain ⟨hA, hB, hC⟩ := h
  obtain ⟨hre, -⟩ := (J.rateC_eq_zero_iff M).1 hC
  unfold rateA at hA
  unfold rateB at hB
  unfold current
  refine ⟨?_, ?_, ?_⟩
  · linear_combination 2 * J.e * hre - (J.ωa - J.ωb) * hA
  · linear_combination hA
  · linear_combination -hA - hB

/-- Series-resistance law: resistance times steady current is the difference of the bath
occupations. -/
theorem IsSteady.resistance_mul_current (h : J.IsSteady M) :
    J.resistance * J.current M = J.n - J.m := by
  obtain ⟨-, hy, hB⟩ := h.balance
  obtain ⟨hre, him⟩ := (J.rateC_eq_zero_iff M).1 h.2.2
  have he := J.e_ne
  have hg := J.g_pos
  have hk := J.k_pos
  -- occupation drops across the two contacts
  have h1 : 1 / J.g * J.current M = J.n - M.A := by
    unfold current
    field_simp
  have h2 : 1 / J.k * J.current M = M.B - J.m := by
    rw [← hB]
    field_simp
  -- occupation drop across the coherent link
  have h3 : (4 * (J.ωa - J.ωb) ^ 2 + (J.g + J.k) ^ 2) / (4 * J.e ^ 2 * (J.g + J.k))
      * J.current M = M.A - M.B := by
    rw [div_mul_eq_mul_div, div_eq_iff (by positivity)]
    linear_combination (-(4 * (J.ωa - J.ωb) ^ 2 + (J.g + J.k) ^ 2)) * (-hy)
      + 4 * J.e * (J.g + J.k) * him - 8 * J.e * (J.ωa - J.ωb) * hre
  unfold resistance
  linear_combination h1 + h2 + h3

/-- The steady current `g (n - A)` has the sign of `n - m`. -/
theorem IsSteady.sign_current (h : J.IsSteady M) :
    SignType.sign (J.current M) = SignType.sign (J.n - J.m) := by
  rw [← h.resistance_mul_current, sign_mul, sign_pos J.resistance_pos, one_mul]

/-- Moments are steady exactly when they equal the closed form `steadyMoments`. -/
theorem isSteady_iff : J.IsSteady M ↔ M = J.steadyMoments := by
  have he := J.e_ne
  have hg := J.g_pos
  have hk := J.k_pos
  have hS : J.g + J.k ≠ 0 := by positivity
  have hR := J.resistance_pos.ne'
  constructor
  · intro h
    obtain ⟨hx, hy, hB⟩ := h.balance
    have hj : (J.n - J.m) / J.resistance = J.current M := by
      rw [div_eq_iff hR, ← h.resistance_mul_current, mul_comm]
    have hA : J.current M / J.g = J.n - M.A := by
      rw [div_eq_iff hg.ne', current, mul_comm]
    have hB' : J.current M / J.k = M.B - J.m := by
      rw [div_eq_iff hk.ne', ← hB, mul_comm]
    refine Moments.ext ?_ ?_ (Complex.ext ?_ ?_) <;> simp only [steadyMoments, hj]
    · linarith
    · linarith
    · rw [eq_div_iff (mul_ne_zero he hS)]
      linarith
    · rw [eq_div_iff (mul_ne_zero two_ne_zero he)]
      linarith
  · rintro rfl
    have hj : J.resistance * ((J.n - J.m) / J.resistance) = J.n - J.m :=
      mul_div_cancel₀ _ hR |> fun _ => by field_simp
    unfold IsSteady
    rw [rateC_eq_zero_iff]
    simp only [rateA, rateB, steadyMoments]
    generalize (J.n - J.m) / J.resistance = j at hj ⊢
    have hAB : J.n - j / J.g - (J.m + j / J.k) =
        (4 * (J.ωa - J.ωb) ^ 2 + (J.g + J.k) ^ 2) / (4 * J.e ^ 2 * (J.g + J.k)) * j := by
      unfold resistance at hj
      linear_combination -hj
    refine ⟨?_, ?_, ?_, ?_⟩
    · field_simp
      ring
    · field_simp
      ring
    · field_simp
      ring
    · rw [hAB]
      field_simp
      ring

/-- The steady heat from the first bath is the current times a weighted mean frequency, and
the second bath absorbs exactly this heat. -/
theorem IsSteady.heat (h : J.IsSteady M) :
    J.heatA M = (J.k * J.ωa + J.g * J.ωb) / (J.g + J.k) * J.current M ∧
    J.heatB M = -J.heatA M := by
  obtain ⟨hx, -, hB⟩ := h.balance
  have hS : J.g + J.k ≠ 0 := (add_pos J.g_pos J.k_pos).ne'
  unfold heatB heatA
  unfold current at *
  constructor
  · rw [div_mul_eq_mul_div, eq_div_iff hS]
    linear_combination -J.g * hx
  · linear_combination -J.ωb * hB - hx

end Junction

/-- Bose occupation at frequency `ω` and temperature `T`, for `ω, T > 0` and `ħ = k_B = 1`. -/
def bose (ω T : ℝ) : ℝ := 1 / (Real.exp (ω / T) - 1)

variable {J : Junction} {M : Moments} {Ta Tb : ℝ}

/-- With thermal baths, the first bath gives off heat exactly when `ωa / Ta < ωb / Tb`. -/
theorem heatA_pos_iff (h : J.IsSteady M) (ha : 0 < J.ωa) (hb : 0 < J.ωb)
    (hTa : 0 < Ta) (hTb : 0 < Tb) (hn : J.n = bose J.ωa Ta) (hm : J.m = bose J.ωb Tb) :
    0 < J.heatA M ↔ J.ωa / Ta < J.ωb / Tb := by
  have hg := J.g_pos
  have hk := J.k_pos
  have hc : 0 < (J.k * J.ωa + J.g * J.ωb) / (J.g + J.k) := by positivity
  have pa : 0 < Real.exp (J.ωa / Ta) - 1 :=
    sub_pos.2 (Real.one_lt_exp_iff.2 (div_pos ha hTa))
  have pb : 0 < Real.exp (J.ωb / Tb) - 1 :=
    sub_pos.2 (Real.one_lt_exp_iff.2 (div_pos hb hTb))
  -- heat, current and occupation difference share one sign
  rw [h.heat.1, mul_pos_iff_of_pos_left hc, ← mul_pos_iff_of_pos_left J.resistance_pos,
    h.resistance_mul_current, sub_pos, hn, hm, bose, bose, one_div_lt_one_div pb pa,
    sub_lt_sub_iff_right, Real.exp_lt_exp]

/-- If `Ta < Tb` but `ωa / Ta < ωb / Tb`, heat flows from the cold bath to the hot one and the
total entropy of the baths decreases. -/
theorem heat_from_cold_to_hot (h : J.IsSteady M) (ha : 0 < J.ωa) (hb : 0 < J.ωb)
    (hTa : 0 < Ta) (hT : Ta < Tb) (hn : J.n = bose J.ωa Ta) (hm : J.m = bose J.ωb Tb)
    (hω : J.ωa / Ta < J.ωb / Tb) :
    0 < J.heatA M ∧ J.heatB M < 0 ∧ -J.heatA M / Ta + -J.heatB M / Tb < 0 := by
  have hQ := (heatA_pos_iff h ha hb hTa (hTa.trans hT) hn hm).2 hω
  have hlt : J.heatA M / Tb < J.heatA M / Ta := div_lt_div_of_pos_left hQ hTa hT
  rw [h.heat.2, neg_neg, neg_div]
  exact ⟨hQ, by linarith, by linarith⟩

/-- For equal mode frequencies the first bath gives off heat exactly when it is the hotter. -/
theorem resonant_heat_pos_iff (h : J.IsSteady M) (ha : 0 < J.ωa) (hab : J.ωb = J.ωa)
    (hTa : 0 < Ta) (hTb : 0 < Tb) (hn : J.n = bose J.ωa Ta) (hm : J.m = bose J.ωb Tb) :
    0 < J.heatA M ↔ Tb < Ta := by
  rw [heatA_pos_iff h ha (hab ▸ ha) hTa hTb hn hm, hab,
    div_lt_div_iff_of_pos_left ha hTa hTb]

/-- A junction with mode frequencies 1 and 3, coupling 1/10, damping rates 1 and Bose occupations
for bath temperatures 1 and 2. -/
def coldToHot : Junction where
  ωa := 1
  ωb := 3
  e := 1 / 10
  g := 1
  k := 1
  n := bose 1 1
  m := bose 3 2
  e_ne := by norm_num
  g_pos := one_pos
  k_pos := one_pos

/-- The junction `coldToHot` has a steady state in which the bath at temperature 1 gives off
heat and the bath at temperature 2 absorbs it. -/
theorem heat_from_cold_to_hot_witness :
    coldToHot.IsSteady coldToHot.steadyMoments ∧
    0 < coldToHot.heatA coldToHot.steadyMoments ∧
    coldToHot.heatB coldToHot.steadyMoments < 0 := by
  have h : coldToHot.IsSteady coldToHot.steadyMoments := Junction.isSteady_iff.2 rfl
  have key := heat_from_cold_to_hot (Ta := 1) (Tb := 2) h (by norm_num [coldToHot])
    (by norm_num [coldToHot]) one_pos one_lt_two rfl rfl (by norm_num [coldToHot])
  exact ⟨h, key.1, key.2.1⟩

end LocalDissipators
```

```lean
#print axioms LocalDissipators.Junction.IsSteady.sign_current
#print axioms LocalDissipators.heat_from_cold_to_hot
#print axioms LocalDissipators.resonant_heat_pos_iff
```

```
'LocalDissipators.Junction.IsSteady.sign_current' depends on axioms: [propext, Classical.choice, Quot.sound]
'LocalDissipators.heat_from_cold_to_hot' depends on axioms: [propext, Classical.choice, Quot.sound]
'LocalDissipators.resonant_heat_pos_iff' depends on axioms: [propext, Classical.choice, Quot.sound]
```

## How the proof follows the algebra

`resistance_pos` gets $R>0$ from `positivity`, since every term is built from squares and positive rates. `rateC_eq_zero_iff` splits the complex equation into its real and imaginary parts: `Complex.ext_iff` separates them, `simp` computes them, and `linarith` rearranges them into the two balance equations.

`IsSteady.balance` expresses $\mathrm{Re}\,C$, $\mathrm{Im}\,C$ and $k(B-m)$ through the current. Each `linear_combination` names the multiples of the steady equations that have to be added. For $\mathrm{Re}\,C$, it takes $2e$ times the real coherence equation minus $d$ times the equation for $A$, which eliminates $\mathrm{Im}\,C$.

`IsSteady.resistance_mul_current` proves the three occupation drops separately: `h1` and `h2` for the contacts, `h3` for the coherent link. Its last line adds them. `IsSteady.sign_current` then rewrites $n-m$ as $Rj$ and uses that a positive factor leaves the sign unchanged.

In `isSteady_iff`, the forward direction identifies $(n-m)/R$ with the current and solves for each moment in turn. The reverse direction substitutes the closed form into the equations. There `hAB` recovers the drop $A-B$ from the resistance law, and `field_simp` and `ring` clear the denominators and check the remaining identities.

`IsSteady.heat` inserts the coherence from `balance` into both heats. `heatA_pos_iff` is one chain of equivalences: it removes the positive mean frequency, multiplies by the positive resistance to reach $m<n$, and inverts the Bose fractions, whose denominators `pa` and `pb` show to be positive. The monotonicity of the exponential finishes it.

For `heat_from_cold_to_hot`, this equivalence gives $Q_a>0$, and dividing by the two temperatures gives $Q_a/T_b<Q_a/T_a$, which is the entropy inequality. The resonant theorem cancels the common frequency in the same equivalence. The witness takes its steady state from `isSteady_iff` and checks the conditions on the frequencies, including $1/1<3/2$, with `norm_num`.
